# If energy minus on-site block is invertible, the even layers of a chain obey the same recurrence with renormalised blocks

Let \(u_n\) be the amplitude on layer \(n\) of an infinite chain, with

\[ (z-e)\,u_n = a\,u_{n+1} + b\,u_{n-1} \quad\text{for every integer } n. \]

Here \(z\) is the energy, \(e\) the on-site block of a layer, and \(a\), \(b\) are the hopping blocks. If \(g\) satisfies \(g(z-e)=1\), the even layers \(v_n = u_{2n}\) obey

\[ (z-e')\,v_n = a'\,v_{n+1} + b'\,v_{n-1}, \qquad e' = e + agb + bga,\quad a' = aga,\quad b' = bgb. \]

The blocks need not commute. For non-interacting electrons in a periodic lead with coupling between adjacent layers only, repeating this step, together with a similar update of the surface block, is a way to compute the surface Green's function at an energy with a small positive imaginary part. That function enters the lead self-energy in transport calculations.

## Blocks, amplitudes and the two chains

```lean
import Mathlib

open Filter Topology

namespace SurfaceDecimation
```

The physical setting is a stack of identical layers, each coupled to its two neighbours. Only the surface layer of a half-infinite stack may have a different on-site block.

```lean
/-- The blocks of a layered chain: on-site block `e`, hopping `a` from the next layer, hopping `b`
from the previous layer, and on-site block `es` of the surface layer. -/
structure Chain (R : Type*) where
  e : R
  a : R
  b : R
  es : R
```

A `Chain` is a record of four blocks from a set `R`: \(e\), \(a\), \(b\) and the surface block \(e_s\), written `es`. For a chain `c`, the expression `c.e` reads off the first one. A Hermitian Hamiltonian would have \(b=a^\dagger\), but this is not required.

```lean
variable {R M : Type*} [Ring R] [AddCommGroup M] [Module R M]

/-- The renormalised blocks after every second layer is removed, where `g` is the
propagator of a removed layer. -/
def Chain.step (c : Chain R) (g : R) : Chain R where
  e := c.e + c.a * g * c.b + c.b * g * c.a
  a := c.a * g * c.a
  b := c.b * g * c.b
  es := c.es + c.a * g * c.b
```

`R` is now a ring, whose multiplication may be non-commutative, and `M` is a module over it. The picture to keep in mind is \(m\times m\) complex matrices acting on columns of \(m\) orbital amplitudes. The action of a block on an amplitude is written `•`.

`c.step g` is the renormalised chain. Its terms have a direct reading: in \(agb\), amplitude hops to the next layer by \(b\), propagates there by \(g\), and returns by \(a\). The term \(bga\) is the same excursion to the previous layer. A surface layer has no previous layer, so \(e_s' = e_s + agb\).

The smallest case has one orbital per layer and \(a=b=t\), all numbers, with \(z\neq e\). Then \(g = 1/(z-e)\) and

\[ e' = e + \frac{2t^2}{z-e},\qquad t' = \frac{t^2}{z-e},\qquad e_s' = e_s + \frac{t^2}{z-e}. \]

```lean
/-- The blocks after `k` decimation steps, where step `j` uses the propagator `g j`. -/
def Chain.iter (c : Chain R) (g : ℕ → R) : ℕ → Chain R
  | 0 => c
  | k + 1 => (Chain.iter c g k).step (g k)
```

This defines repeated decimation by recursion. Write \(e_k, a_k, b_k, e_{s,k}\) for the blocks after \(k\) steps; step \(j\) uses its own propagator \(g_j\), and zero steps leave the chain unchanged.

```lean
/-- The layer amplitudes `u` solve the equations of the infinite chain at energy `z`. -/
def IsBulk (z : R) (c : Chain R) (u : ℤ → M) : Prop :=
  ∀ n : ℤ, (z - c.e) • u n = c.a • u (n + 1) + c.b • u (n - 1)
```

`IsBulk z c u` is a statement about a given `u`: it says that the recurrence above holds at every integer layer. The energy `z` is an element of the ring, usually a number times the identity matrix.

```lean
/-- The layer amplitudes `u` solve the equations of the half-infinite chain at energy `z`,
with a source `s` on the surface layer `0`. -/
def IsSurface (z : R) (c : Chain R) (s : M) (u : ℕ → M) : Prop :=
  (z - c.es) • u 0 = c.a • u 1 + s ∧
    ∀ n : ℕ, (z - c.e) • u (n + 1) = c.a • u (n + 2) + c.b • u n
```

For the half-infinite chain, layers are numbered by natural numbers and a source \(s\) acts on layer 0:

\[ (z-e_s)u_0 = a u_1 + s,\qquad (z-e)u_{n+1} = a u_{n+2} + b u_n \quad (n\ge 0). \]

This is \((z-H)u\) equal to a source confined to the surface. These equations alone need not determine \(u_0\). When \(z-H\) is invertible on square-summable amplitudes, the surface Green's function is the map that takes \(s\) to the \(u_0\) of the square-summable solution.

## Eliminating the odd layers

```lean
/-- If `g` is a left inverse of `z - e`, the amplitude of a layer is `g` applied to what
drives it. -/
theorem eliminate_layer {z e g : R} {x y : M} (hg : g * (z - e) = 1)
    (h : (z - e) • x = y) : x = g • y := by
  rw [← h, ← mul_smul, hg, one_smul]
```

In the theorems here, any hypotheses stand in brackets after the name, and the conclusion runs from the first colon outside brackets to `:=`. Here \((z-e)x=y\) and \(g(z-e)=1\) give

\[ x = g(z-e)x = gy. \]

The proof makes these replacements with `rw`, which rewrites along an equation. Only a left inverse is used.

```lean
/-- The equation of a layer `x` with its two neighbours expressed through `g` is equivalent
to a renormalised equation that couples `x` to the second neighbours `y` and `w`. -/
theorem substitute_neighbours (z e a b g : R) (x y w : M) :
    (z - e) • x = a • (g • (a • y + b • x)) + b • (g • (a • x + b • w)) ↔
      (z - (e + a * g * b + b * g * a)) • x = (a * g * a) • y + (b * g * b) • w := by
  simp only [sub_smul, add_smul, mul_smul, smul_add]
  constructor <;> intro h <;> rw [sub_eq_iff_eq_add] at h ⊢ <;> rw [h] <;> abel
```

Take \(x\) as the amplitude of an even layer and \(y\), \(w\) as those of its second neighbours to the right and left. Expanding the first equation gives

\[ (z-e)x = aga\,y + agb\,x + bga\,x + bgb\,w. \]

Moving the two terms in \(x\) to the left gives the second equation, and the move can be undone, so the two are equivalent for any \(g\) whatsoever. In the proof, `simp only` expands the products, `sub_eq_iff_eq_add` moves terms across the equality sign, and `abel` reorders the sums.

```lean
/-- Decimation step: if `g` is a left inverse of `z - e`, the even layers of a solution of
the infinite chain solve the chain with the renormalised blocks. -/
theorem bulk_step {z g : R} {c : Chain R} {u : ℤ → M} (hg : g * (z - c.e) = 1)
    (h : IsBulk z c u) : IsBulk z (c.step g) (fun n => u (2 * n)) := by
  intro n
  -- the two odd neighbours of layer `2 n`
  have hp := eliminate_layer hg (h (2 * n + 1))
  rw [show 2 * n + 1 + 1 = 2 * (n + 1) by ring, show 2 * n + 1 - 1 = 2 * n by ring] at hp
  have hm := eliminate_layer hg (h (2 * n - 1))
  rw [show 2 * n - 1 + 1 = 2 * n by ring, show 2 * n - 1 - 1 = 2 * (n - 1) by ring] at hm
  have h0 := h (2 * n)
  rw [hp, hm] at h0
  exact (substitute_neighbours _ _ _ _ _ _ _ _).1 h0
```

This is the decimation step. The equations of the two odd neighbours of layer \(2n\) give

\[ u_{2n+1} = g(a u_{2n+2} + b u_{2n}),\qquad u_{2n-1} = g(a u_{2n} + b u_{2n-2}). \]

These are `hp` and `hm`. Inserting them into the equation of layer \(2n\) produces the first form in `substitute_neighbours`, and the direction `.1` of that equivalence delivers the renormalised equation.

```lean
/-- If `g` is a two-sided inverse of `z - e`, every solution of the decimated chain is the
even part of exactly one solution of the original chain. -/
theorem bulk_step_converse {z g : R} {c : Chain R} {v : ℤ → M} (hg : g * (z - c.e) = 1)
    (hg' : (z - c.e) * g = 1) (hv : IsBulk z (c.step g) v) :
    ∃! u : ℤ → M, IsBulk z c u ∧ ∀ n, u (2 * n) = v n := by
  -- fill in the odd layers with the propagator
  obtain ⟨u, hev, hodd⟩ : ∃ u : ℤ → M, (∀ n, u (2 * n) = v n) ∧
      ∀ n, u (2 * n + 1) = g • (c.a • v (n + 1) + c.b • v n) := by
    refine ⟨fun m => if m % 2 = 0 then v (m / 2)
      else g • (c.a • v (m / 2 + 1) + c.b • v (m / 2)), fun n => ?_, fun n => ?_⟩
    · have h1 : (2 * n) % 2 = 0 := by omega
      have h2 : (2 * n) / 2 = n := by omega
      beta_reduce
      rw [if_pos h1, h2]
    · have h1 : ¬ (2 * n + 1) % 2 = 0 := by omega
      have h2 : (2 * n + 1) / 2 = n := by omega
      beta_reduce
      rw [if_neg h1, h2]
  refine ⟨u, ⟨fun m => ?_, hev⟩, ?_⟩
  · obtain ⟨n, rfl | rfl⟩ : ∃ n, m = 2 * n ∨ m = 2 * n + 1 := ⟨m / 2, by omega⟩
    · have hm := hodd (n - 1)
      rw [show 2 * (n - 1) + 1 = 2 * n - 1 by ring, sub_add_cancel] at hm
      rw [hev, hodd, hm]
      exact (substitute_neighbours _ _ _ _ _ _ _ _).2 (hv n)
    · rw [show 2 * n + 1 + 1 = 2 * (n + 1) by ring, show 2 * n + 1 - 1 = 2 * n by ring,
        hodd, hev, hev, ← mul_smul, hg', one_smul]
  · rintro u' ⟨hb, he⟩
    funext m
    obtain ⟨n, rfl | rfl⟩ : ∃ n, m = 2 * n ∨ m = 2 * n + 1 := ⟨m / 2, by omega⟩
    · rw [he, hev]
    · have h1 := eliminate_layer hg (hb (2 * n + 1))
      rw [show 2 * n + 1 + 1 = 2 * (n + 1) by ring, show 2 * n + 1 - 1 = 2 * n by ring,
        he, he] at h1
      rw [h1, hodd]
```

Nothing is lost by the elimination if \(g\) is a two-sided inverse, as any left inverse of a square complex matrix is. Given a solution \(v\) of the decimated chain, set

\[ u_{2n} = v_n,\qquad u_{2n+1} = g(a v_{n+1} + b v_n). \]

The even equations hold by the reverse direction of `substitute_neighbours`. The odd ones hold because \((z-e)g=1\):

\[ (z-e)u_{2n+1} = a v_{n+1} + b v_n = a u_{2n+2} + b u_{2n}. \]

Any other solution with the same even part has the same odd layers, by `eliminate_layer`. The symbol `∃!` means that exactly one such `u` exists. The code builds it by testing whether the layer index is even.

## The surface layer and repeated steps

```lean
/-- If `g` is a left inverse of `z - e`, the even layers of a solution of the half-infinite chain
solve the half-infinite chain with the renormalised blocks and the same source. -/
theorem surface_step {z g : R} {c : Chain R} {s : M} {u : ℕ → M}
    (hg : g * (z - c.e) = 1) (h : IsSurface z c s u) :
    IsSurface z (c.step g) s (fun n => u (2 * n)) := by
  obtain ⟨hs, hb⟩ := h
  constructor
  · -- the surface layer has one neighbour only
    have h1 : u 1 = g • (c.a • u 2 + c.b • u 0) := eliminate_layer hg (hb 0)
    rw [h1] at hs
    change (z - (c.es + c.a * g * c.b)) • u 0 = (c.a * g * c.a) • u 2 + s
    simp only [sub_smul, add_smul, mul_smul, smul_add] at hs ⊢
    rw [sub_eq_iff_eq_add] at hs ⊢
    rw [hs]
    abel
  · intro n
    have h0 : (z - c.e) • u (2 * n + 2) = c.a • u (2 * n + 3) + c.b • u (2 * n + 1) :=
      hb (2 * n + 1)
    have h3 : (z - c.e) • u (2 * n + 3) = c.a • u (2 * n + 4) + c.b • u (2 * n + 2) :=
      hb (2 * n + 2)
    rw [eliminate_layer hg h3, eliminate_layer hg (hb (2 * n))] at h0
    exact (substitute_neighbours _ _ _ _ _ _ _ _).1 h0
```

At the surface there is a single neighbour to eliminate. With \(u_1 = g(a u_2 + b u_0)\), the surface equation becomes

\[ (z-e_s-agb)\,u_0 = aga\,u_2 + s. \]

The source is unchanged, because it acts on a layer that is kept. The second half of the proof treats the deeper even layers \(2n+2\) exactly as in the bulk.

```lean
/-- If each `g j` with `j < k` is a left inverse of `z` minus the on-site block of step `j`, the
layers `2 ^ k * n` of a solution of the infinite chain solve the chain decimated `k` times. -/
theorem bulk_iterate {z : R} {g : ℕ → R} {c : Chain R} {u : ℤ → M} (h : IsBulk z c u)
    (k : ℕ) (hg : ∀ j < k, g j * (z - (c.iter g j).e) = 1) :
    IsBulk z (c.iter g k) (fun n => u (2 ^ k * n)) := by
  induction k with
  | zero => simpa [Chain.iter] using h
  | succ k ih =>
    have h1 := bulk_step (hg k (by omega)) (ih fun j hj => hg j (by omega))
    have h2 : (fun n : ℤ => u (2 ^ (k + 1) * n)) = fun n => u (2 ^ k * (2 * n)) := by
      funext n
      congr 1
      ring
    rw [h2]
    exact h1
```

After \(k\) steps the surviving layers are \(2^k n\). The hypothesis `hg` requires \(g_j(z-e_j)=1\) for each step \(j<k\) actually taken; invertibility of the first block alone is not assumed to carry over to later ones. The proof is by induction on \(k\), using \(2^{k+1}n = 2^k(2n)\).

```lean
/-- If each `g j` with `j < k` is a left inverse of `z` minus the on-site block of step `j`, the
layers `2 ^ k * n` of a solution of the half-infinite chain solve the half-infinite chain decimated
`k` times, with the same source. -/
theorem surface_iterate {z : R} {g : ℕ → R} {c : Chain R} {s : M} {u : ℕ → M}
    (h : IsSurface z c s u) (k : ℕ) (hg : ∀ j < k, g j * (z - (c.iter g j).e) = 1) :
    IsSurface z (c.iter g k) s (fun n => u (2 ^ k * n)) := by
  induction k with
  | zero => simpa [Chain.iter] using h
  | succ k ih =>
    have h1 := surface_step (hg k (by omega)) (ih fun j hj => hg j (by omega))
    have h2 : (fun n : ℕ => u (2 ^ (k + 1) * n)) = fun n => u (2 ^ k * (2 * n)) := by
      funext n
      congr 1
      ring
    rw [h2]
    exact h1
```

The same induction works for the half-infinite chain, with `surface_step` in place of `bulk_step`.

## The surface Green's function and its error

```lean
/-- With left inverses `g j` for the removed layers and a left inverse `gs` of `z` minus the surface
block of step `k`, the surface amplitude is `gs` applied to the source plus a remainder carried by
the renormalised hopping from layer `2 ^ k`. -/
theorem surface_amplitude {z gs : R} {g : ℕ → R} {c : Chain R} {s : M} {u : ℕ → M}
    (h : IsSurface z c s u) (k : ℕ) (hg : ∀ j < k, g j * (z - (c.iter g j).e) = 1)
    (hgs : gs * (z - (c.iter g k).es) = 1) :
    u 0 = gs • s + gs • ((c.iter g k).a • u (2 ^ k)) := by
  obtain ⟨h0, -⟩ := surface_iterate h k hg
  simp only [mul_zero, mul_one] at h0
  have h1 := eliminate_layer hgs h0
  rw [smul_add, add_comm] at h1
  exact h1
```

Let \(g_s\) be a left inverse of \(z-e_{s,k}\). The surface equation after \(k\) steps is \((z-e_{s,k})u_0 = a_k u_{2^k} + s\), so

\[ u_0 = g_s s + g_s a_k u_{2^k}. \]

This is an identity at every \(k\), including \(k=0\), where the remainder involves \(u_1\). The first term treats the renormalised surface layer as isolated; the second is what the rest of the chain still contributes.

```lean
/-- Let `u` solve the half-infinite chain, and let `g k` and `gs k` be left inverses of `z` minus
the on-site block and of `z` minus the surface block of step `k`. If the `gs k` and the amplitudes
`u n` are bounded and the renormalised hopping `a` tends to zero, then `gs k` applied to the source
converges to the surface amplitude. -/
theorem surface_green_tendsto {A E : Type*} [NormedRing A] [NormedAddCommGroup E]
    [Module A E] [IsBoundedSMul A E] {z : A} {g gs : ℕ → A} {c : Chain A} {s : E}
    {u : ℕ → E} {C B : ℝ} (h : IsSurface z c s u)
    (hg : ∀ j, g j * (z - (c.iter g j).e) = 1)
    (hgs : ∀ k, gs k * (z - (c.iter g k).es) = 1)
    (hC : ∀ k, ‖gs k‖ ≤ C) (hB : ∀ n, ‖u n‖ ≤ B)
    (ha : Tendsto (fun k => (c.iter g k).a) atTop (𝓝 0)) :
    Tendsto (fun k => gs k • s) atTop (𝓝 (u 0)) := by
  have hC0 : 0 ≤ C := (norm_nonneg _).trans (hC 0)
  have lim := (ha.norm.mul_const B).const_mul C
  rw [norm_zero, zero_mul, mul_zero] at lim
  rw [tendsto_iff_norm_sub_tendsto_zero]
  refine squeeze_zero (fun _ => norm_nonneg _) (fun k => ?_) lim
  -- the error is the remainder of the exact formula
  have h1 := surface_amplitude h k (fun j _ => hg j) (hgs k)
  have h2 : gs k • s - u 0 = -(gs k • ((c.iter g k).a • u (2 ^ k))) := by
    rw [h1]
    abel
  rw [h2, norm_neg]
  calc ‖gs k • ((c.iter g k).a • u (2 ^ k))‖
      ≤ ‖gs k‖ * ‖(c.iter g k).a • u (2 ^ k)‖ := norm_smul_le _ _
    _ ≤ ‖gs k‖ * (‖(c.iter g k).a‖ * ‖u (2 ^ k)‖) :=
        mul_le_mul_of_nonneg_left (norm_smul_le _ _) (norm_nonneg _)
    _ ≤ C * (‖(c.iter g k).a‖ * B) :=
        mul_le_mul (hC k) (mul_le_mul_of_nonneg_left (hB _) (norm_nonneg _))
          (by positivity) hC0
```

Now blocks and amplitudes have norms, with \(\|xy\|\le\|x\|\,\|y\|\) for products of blocks and for blocks acting on amplitudes. Write \(g_{s,k}\) for the left inverse at step \(k\). If \(\|g_{s,k}\|\le C\) and \(\|u_n\|\le B\), the remainder formula gives

\[ \|g_{s,k}s - u_0\| = \|g_{s,k}a_k u_{2^k}\| \le C\,\|a_k\|\,B. \]

When \(a_k\to 0\), the right side vanishes and \(g_{s,k}s\to u_0\). `Tendsto … atTop (𝓝 0)` is Lean's way of writing a limit as \(k\to\infty\), and `squeeze_zero` performs the comparison.

The solution \(u\), the left inverses, the two bounds and the decay of \(a_k\) are all assumed here, not derived from a Hamiltonian. Physically, they stand for a surface response that stays finite and a coupling that dies out with distance, which is the role of a small imaginary part in the energy. The theorem gives no rate for \(a_k\to0\).

## A two-orbital chain with non-commuting hoppings

```lean
/-- A chain with two orbitals per layer whose two hoppings are transposes of each other. -/
def ladder : Chain (Matrix (Fin 2) (Fin 2) ℚ) where
  e := !![0, -1; -1, 0]
  a := !![1, 1; 0, 1]
  b := !![1, 0; 1, 1]
  es := !![0, -1; -1, 0]
```

The concrete blocks, with rational entries, are

\[ e=e_s=\begin{pmatrix}0&-1\\-1&0\end{pmatrix},\quad a=\begin{pmatrix}1&1\\0&1\end{pmatrix},\quad b=\begin{pmatrix}1&0\\1&1\end{pmatrix}. \]

```lean
/-- At energy `z = 2` the two-orbital chain has an invertible `z - e`, non-commuting hoppings, and
the constant amplitude `1` as a solution, both in the bulk and with source `b` at the surface. -/
theorem ladder_witness :
    !![2/3, -1/3; -1/3, 2/3] * (!![2, 0; 0, 2] - ladder.e) = 1 ∧
    ladder.a * ladder.b ≠ ladder.b * ladder.a ∧
    IsBulk !![2, 0; 0, 2] ladder (fun _ => (1 : Matrix (Fin 2) (Fin 2) ℚ)) ∧
    IsSurface !![2, 0; 0, 2] ladder ladder.b
      (fun _ => (1 : Matrix (Fin 2) (Fin 2) ℚ)) := by
  have key : !![2, 0; 0, 2] - ladder.e = ladder.a + ladder.b := by
    ext i j
    fin_cases i <;> fin_cases j <;> norm_num [ladder]
  refine ⟨?_, ?_, ?_, ?_, ?_⟩
  · ext i j
    fin_cases i <;> fin_cases j <;>
      norm_num [ladder, Matrix.mul_apply, Fin.sum_univ_two]
  · intro h
    have h00 := congrFun (congrFun h 0) 0
    norm_num [ladder, Matrix.mul_apply, Fin.sum_univ_two] at h00
  · intro n
    simp only [smul_eq_mul, mul_one]
    exact key
  · simp only [smul_eq_mul, mul_one]
    exact key
  · intro n
    simp only [smul_eq_mul, mul_one]
    exact key

end SurfaceDecimation
```

At \(z=2\), meaning twice the identity matrix,

\[ z-e = \begin{pmatrix}2&1\\1&2\end{pmatrix} = a+b,\qquad g=\frac13\begin{pmatrix}2&-1\\-1&2\end{pmatrix}. \]

The upper left entry of \(ab\) is 2 and that of \(ba\) is 1, so the hoppings do not commute. Because \(z-e=a+b\), which is `key` in the proof, a constant amplitude solves the bulk equations. Amplitudes are themselves \(2\times2\) matrices here, and the identity matrix holds two constant solutions in its columns. At the surface, the source \(s=b\) supplies what the missing layer would have contributed.

The example therefore meets the hypotheses of a single bulk or surface step. It makes no statement about later steps or about the decay of \(a_k\).

```lean
#print axioms SurfaceDecimation.bulk_step_converse
-- 'SurfaceDecimation.bulk_step_converse' depends on axioms: [propext, Quot.sound]
#print axioms SurfaceDecimation.bulk_iterate
-- 'SurfaceDecimation.bulk_iterate' depends on axioms: [propext, Quot.sound]
#print axioms SurfaceDecimation.surface_iterate
-- 'SurfaceDecimation.surface_iterate' depends on axioms: [propext, Quot.sound]
#print axioms SurfaceDecimation.surface_green_tendsto
-- 'SurfaceDecimation.surface_green_tendsto' depends on axioms: [propext, Classical.choice, Quot.sound]
```
